# At fixed temperature, an energy conversion factor that is too large depletes the Boltzmann levels above the mean

## Converting conformer energies before weighting them

A set of conformer energies in kcal/mol is to be turned into Boltzmann weights, with \(RT\) given in kJ/mol. Each energy is multiplied by a conversion factor, divided by \(RT\) and put into an exponential. The thermochemical calorie is 4.184 J and the International Table calorie is 4.1868 J. If the energies refer to the first and are converted with the second, every energy is multiplied by \(s = 4.1868/4.184 \approx 1.00067\), while the temperature stays as it was.

For finitely many levels, each with a fixed energy, the relative change of a population is, to first order, proportional to the distance of its level from the mean energy. A conformer lying \(3RT\) above the mean loses about \(3 \times 0.00067\), or 0.2 %, of its population. To the same order, one below the mean gains.

## Populations of a rescaled spectrum

Let \(E_j\) be finitely many real energies and \(\beta > 0\) the inverse temperature, \(1/RT\) for molar energies. With all energies multiplied by \(s\), define

\[
w_j(s) = e^{-\beta s E_j}, \qquad Z(s) = \sum_j w_j(s), \qquad p_i(s) = \frac{w_i(s)}{Z(s)}, \qquad \langle E\rangle_s = \sum_j p_j(s)\,E_j .
\]

The average \(\langle E\rangle_s\) is that of the unscaled energies, taken with the rescaled populations. Write \(p_i = p_i(1)\) and \(U = \langle E\rangle_1\). The main result is

\[
\left.\frac{dp_i}{ds}\right|_{s=1} = -\beta\, p_i\,(E_i - U),
\]

which is negative exactly when \(E_i > U\) and positive exactly when \(E_i < U\).

## The derivative from the quotient rule

The weights and their sum have the derivatives

\[
w_i'(s) = -\beta E_i\, w_i(s), \qquad Z'(s) = -\beta \sum_j E_j\, w_j(s) = -\beta\, Z(s)\,\langle E\rangle_s ,
\]

where the last step uses \(w_j = Z p_j\). Therefore

\[
p_i'(s) = \frac{w_i' Z - w_i Z'}{Z^2} = -\beta E_i\, p_i(s) + \beta\, p_i(s)\langle E\rangle_s = -\beta\, p_i(s)\,\bigl(E_i - \langle E\rangle_s\bigr).
\]

Setting \(s = 1\) gives the formula. Since \(\beta p_i > 0\), the sign is opposite to that of \(E_i - U\).

## Larger factors

Comparing exponents gives, for any two levels,

\[
p_i\, p_j(s) = p_j\, p_i(s)\, e^{\beta (s-1)(E_i - E_j)} .
\]

Use \(e^y \ge 1 + y\) and sum over \(j\). The populations sum to one in both ensembles, so

\[
p_i \;\ge\; p_i(s)\,\bigl[1 + \beta (s-1)(E_i - U)\bigr].
\]

If \(s > 1\) and \(E_i > U\), the bracket exceeds one and \(p_i(s) < p_i\). Levels above the mean are thus depleted by every factor \(s > 1\), however large.

Levels below the mean need not gain for every \(s > 1\). If some level \(k\) has \(E_k < E_i\), then \(Z(s) \ge w_k(s)\) and

\[
0 < p_i(s) \le e^{-\beta s (E_i - E_k)} \longrightarrow 0 \qquad (s \to \infty).
\]

With \(\beta E_j = 0,\ 0.1,\ 0.5\), the middle level lies below the mean, \(\beta U \approx 0.16\). Its population rises at first, but tends to zero as \(s\) grows without bound.

## What the Lean statements say

The finite type `ι` labels the levels, and degenerate states carry separate labels. The spectrum is `E : ι → ℝ`, and `fun j => s * E j` is the rescaled one. Energies and `β` are plain real numbers, understood to be in reciprocal units. `thermalAverage β E A` averages a property `A` over the populations of `E`, so \(U\) is `thermalAverage β E E` and \(\langle E\rangle_s\) is `thermalAverage β (fun j => s * E j) E`.

`population_response_to_energy_scale` joins three claims: the derivative at \(s = 1\), written with `HasDerivAt`, and the two sign equivalences. The hypothesis `hβ`, a positive temperature, serves only the signs; `hasDerivAt_population_scale` holds for all real `β` and `s`. The other theorems are the inequality for finite \(s\), the depletion for \(s > 1\) and the limit.

The model has a finite spectrum and one common factor. It does not treat errors that differ from level to level, or a conversion error that also enters \(\beta\).

```lean
import Mathlib

open Filter Topology

namespace BoltzmannEnergyScale

noncomputable section

variable {ι : Type*} [Fintype ι]

/-- The canonical partition function of finitely many levels `E j` at inverse temperature `β`. -/
def partitionFunction (β : ℝ) (E : ι → ℝ) : ℝ := ∑ j, Real.exp (-β * E j)

/-- The Boltzmann population of level `i`, for a system with at least one level. -/
def population (β : ℝ) (E : ι → ℝ) (i : ι) : ℝ :=
  Real.exp (-β * E i) / partitionFunction β E

/-- The average of a level property `A` over the Boltzmann populations of the spectrum `E`;
the mean energy is `thermalAverage β E E`. -/
def thermalAverage (β : ℝ) (E A : ι → ℝ) : ℝ := ∑ j, population β E j * A j

/-- The partition function of a system with at least one level is positive. -/
theorem partitionFunction_pos [Nonempty ι] (β : ℝ) (E : ι → ℝ) :
    0 < partitionFunction β E :=
  Finset.sum_pos (fun _ _ => Real.exp_pos _) Finset.univ_nonempty

/-- Every level has a positive population. -/
theorem population_pos (β : ℝ) (E : ι → ℝ) (i : ι) : 0 < population β E i := by
  have : Nonempty ι := ⟨i⟩
  exact div_pos (Real.exp_pos _) (partitionFunction_pos β E)

/-- The populations of a system with at least one level sum to one. -/
theorem sum_population [Nonempty ι] (β : ℝ) (E : ι → ℝ) :
    ∑ j, population β E j = 1 := by
  simp only [population]
  rw [← Finset.sum_div]
  exact div_self (partitionFunction_pos β E).ne'

/-- When all energies are multiplied by `s` at fixed `β`, the population of level `i` changes
with `s` at the rate `-β p_i (E_i - ⟨E⟩)`, where the population and the average of the unscaled
energies are taken in the ensemble of the rescaled spectrum. -/
theorem hasDerivAt_population_scale (β : ℝ) (E : ι → ℝ) (i : ι) (s : ℝ) :
    HasDerivAt (fun t : ℝ => population β (fun j => t * E j) i)
      (-β * population β (fun j => s * E j) i *
        (E i - thermalAverage β (fun j => s * E j) E)) s := by
  have : Nonempty ι := ⟨i⟩
  have hne : partitionFunction β (fun j => s * E j) ≠ 0 := (partitionFunction_pos β _).ne'
  -- a Boltzmann factor is the partition function times the population
  have hp : ∀ j, partitionFunction β (fun j => s * E j) * population β (fun j => s * E j) j
      = Real.exp (-β * (s * E j)) := fun j => mul_div_cancel₀ _ hne
  have hw : ∀ j, HasDerivAt (fun t : ℝ => Real.exp (-β * (t * E j)))
      (Real.exp (-β * (s * E j)) * (-β * E j)) s := by
    intro j
    have h : HasDerivAt (fun t : ℝ => -β * (t * E j)) (-β * E j) s :=
      (((hasDerivAt_id' s).mul_const (E j)).const_mul (-β)).congr_deriv (by ring)
    exact h.exp
  have hZ : HasDerivAt (fun t : ℝ => partitionFunction β (fun j => t * E j))
      (∑ j, Real.exp (-β * (s * E j)) * (-β * E j)) s := by
    unfold partitionFunction
    exact HasDerivAt.fun_sum fun j _ => hw j
  -- the derivative of the partition function is governed by the average energy
  have havg : ∑ j, Real.exp (-β * (s * E j)) * (-β * E j)
      = -β * partitionFunction β (fun j => s * E j) *
        thermalAverage β (fun j => s * E j) E := by
    rw [thermalAverage, Finset.mul_sum]
    refine Finset.sum_congr rfl fun j _ => ?_
    linear_combination (β * E j) * hp j
  refine ((hw i).fun_div (hZ.congr_deriv havg) hne).congr_deriv ?_
  simp only [← hp i]
  rw [div_eq_iff (pow_ne_zero 2 hne)]
  ring

/-- At `s = 1` the population of level `i` has the derivative `-β p_i (E_i - U)` with respect to
a common factor `s` on all energies, `U` being the mean energy. For `β > 0` this rate is negative
exactly for levels above `U` and positive exactly for levels below `U`. -/
theorem population_response_to_energy_scale {β : ℝ} (hβ : 0 < β) (E : ι → ℝ) (i : ι) :
    HasDerivAt (fun s : ℝ => population β (fun j => s * E j) i)
      (-β * population β E i * (E i - thermalAverage β E E)) 1 ∧
    (-β * population β E i * (E i - thermalAverage β E E) < 0 ↔ thermalAverage β E E < E i) ∧
    (0 < -β * population β E i * (E i - thermalAverage β E E) ↔
      E i < thermalAverage β E E) := by
  have hc : 0 < β * population β E i := mul_pos hβ (population_pos β E i)
  refine ⟨?_, ⟨fun h => ?_, fun h => ?_⟩, ⟨fun h => ?_, fun h => ?_⟩⟩
  · have h := hasDerivAt_population_scale β E i 1
    simp only [one_mul] at h
    exact h
  · by_contra hn
    nlinarith [mul_nonneg hc.le (sub_nonneg.2 (not_lt.1 hn))]
  · nlinarith [mul_pos hc (sub_pos.2 h)]
  · by_contra hn
    nlinarith [mul_nonneg hc.le (sub_nonneg.2 (not_lt.1 hn))]
  · nlinarith [mul_pos hc (sub_pos.2 h)]

/-- For every factor `s` on the energies, the rescaled population times
`1 + β (s - 1) (E_i - U)` is at most the original population, `U` being the original
mean energy. -/
theorem population_scale_bound (β : ℝ) (E : ι → ℝ) (i : ι) (s : ℝ) :
    population β (fun j => s * E j) i *
      (1 + β * (s - 1) * (E i - thermalAverage β E E)) ≤ population β E i := by
  have : Nonempty ι := ⟨i⟩
  -- detailed comparison of two levels in the two ensembles
  have hpair : ∀ j, population β E i * population β (fun j => s * E j) j
      = population β E j * population β (fun j => s * E j) i *
        Real.exp (β * (s - 1) * (E i - E j)) := by
    intro j
    have hexp : Real.exp (-β * E i) * Real.exp (-β * (s * E j))
        = Real.exp (-β * E j) * Real.exp (-β * (s * E i)) *
          Real.exp (β * (s - 1) * (E i - E j)) := by
      simp only [← Real.exp_add]
      congr 1
      ring
    simp only [population]
    linear_combination hexp /
      (partitionFunction β E * partitionFunction β (fun j => s * E j))
  have hsum : ∑ j, population β E j * population β (fun j => s * E j) i *
        (1 + β * (s - 1) * (E i - E j))
      = population β (fun j => s * E j) i * (1 + β * (s - 1) * E i) * ∑ j, population β E j
        - population β (fun j => s * E j) i * (β * (s - 1)) * thermalAverage β E E := by
    rw [thermalAverage, Finset.mul_sum, Finset.mul_sum, ← Finset.sum_sub_distrib]
    exact Finset.sum_congr rfl fun j _ => by ring
  rw [sum_population] at hsum
  calc population β (fun j => s * E j) i *
        (1 + β * (s - 1) * (E i - thermalAverage β E E))
      = ∑ j, population β E j * population β (fun j => s * E j) i *
          (1 + β * (s - 1) * (E i - E j)) := by rw [hsum]; ring
    _ ≤ ∑ j, population β E i * population β (fun j => s * E j) j := by
        refine Finset.sum_le_sum fun j _ => ?_
        rw [hpair j]
        refine mul_le_mul_of_nonneg_left ?_
          (mul_pos (population_pos β E j) (population_pos β _ i)).le
        linarith [Real.add_one_le_exp (β * (s - 1) * (E i - E j))]
    _ = population β E i := by rw [← Finset.mul_sum, sum_population, mul_one]

/-- For `β > 0`, a level above the mean energy loses population under every common
factor `s > 1` on the energies. -/
theorem population_lt_of_above_mean {β s : ℝ} (hβ : 0 < β) (hs : 1 < s) (E : ι → ℝ) (i : ι)
    (hi : thermalAverage β E E < E i) :
    population β (fun j => s * E j) i < population β E i := by
  have hb := population_scale_bound β E i s
  have hpos := mul_pos (population_pos β (fun j => s * E j) i)
    (mul_pos (mul_pos hβ (sub_pos.2 hs)) (sub_pos.2 hi))
  rw [mul_add, mul_one] at hb
  linarith

/-- For `β > 0`, the population of a level `i` that has some level `k` below it tends to zero
as the common factor on the energies grows without bound. -/
theorem population_tendsto_zero {β : ℝ} (hβ : 0 < β) (E : ι → ℝ) {i k : ι} (hik : E k < E i) :
    Tendsto (fun s : ℝ => population β (fun j => s * E j) i) atTop (𝓝 0) := by
  have : Nonempty ι := ⟨i⟩
  have hc : 0 < β * (E i - E k) := mul_pos hβ (sub_pos.2 hik)
  have hlim : Tendsto (fun s : ℝ => Real.exp (-(β * (E i - E k) * s))) atTop (𝓝 0) :=
    Real.tendsto_exp_neg_atTop_nhds_zero.comp (tendsto_id.const_mul_atTop hc)
  refine squeeze_zero (fun s => (population_pos β _ i).le) (fun s => ?_) hlim
  -- the partition function is at least the Boltzmann factor of the lower level
  have hk : Real.exp (-β * (s * E k)) ≤ partitionFunction β (fun j => s * E j) :=
    Finset.single_le_sum (f := fun j => Real.exp (-β * (s * E j)))
      (fun j _ => (Real.exp_pos _).le) (Finset.mem_univ k)
  rw [population, div_le_iff₀ (partitionFunction_pos β _)]
  calc Real.exp (-β * (s * E i))
      = Real.exp (-(β * (E i - E k) * s)) * Real.exp (-β * (s * E k)) := by
        rw [← Real.exp_add]
        congr 1
        ring
    _ ≤ Real.exp (-(β * (E i - E k) * s)) * partitionFunction β (fun j => s * E j) :=
        mul_le_mul_of_nonneg_left hk (Real.exp_pos _).le

end

end BoltzmannEnergyScale
```

```lean
#print axioms BoltzmannEnergyScale.population_response_to_energy_scale
-- 'BoltzmannEnergyScale.population_response_to_energy_scale' depends on axioms: [propext, Classical.choice, Quot.sound]
#print axioms BoltzmannEnergyScale.population_lt_of_above_mean
-- 'BoltzmannEnergyScale.population_lt_of_above_mean' depends on axioms: [propext, Classical.choice, Quot.sound]
#print axioms BoltzmannEnergyScale.population_tendsto_zero
-- 'BoltzmannEnergyScale.population_tendsto_zero' depends on axioms: [propext, Classical.choice, Quot.sound]
```

## From weights to the rate of change

The first three lemmas supply \(Z > 0\), \(p_i > 0\) and \(\sum_j p_j = 1\). In `hasDerivAt_population_scale`, `hp` is the relation \(Z p_j = w_j\), `hw` and `hZ` differentiate the weights and their sum, and `havg` rewrites \(Z'\) through the average energy. The quotient rule is `fun_div`. Replacing \(w_i\) by \(Z p_i\) then leaves an identity that `ring` closes after the denominator has been cleared.

The main theorem puts `1` for `s` and simplifies `1 * E j`. The signs follow by `nlinarith` from `hc`, which is \(\beta p_i > 0\).

## `congr_deriv`: calculus first, algebra afterwards

Mathlib's differentiation rules produce a derivative in a shape of their own, here a quotient over \(Z^2\), while the theorem asks for \(-\beta p_i(s)(E_i - \langle E\rangle_s)\). `HasDerivAt.congr_deriv` takes a proof that a function has derivative \(a\) and a proof of \(a = b\), and returns the statement with derivative \(b\). What remains is an equation between real numbers, with no limit in it.

The proof uses it three times: to tidy the derivative of the exponent, to insert `havg` into \(Z'\), and to pass from the quotient rule to the final formula.

## The inequality and the limit

In `population_scale_bound`, `hpair` is the two-level relation, obtained by adding exponents and dividing by both partition functions. `hsum` evaluates the sum of the linear terms. The `calc` chain applies `Real.add_one_le_exp` term by term and sums. `population_lt_of_above_mean` expands the bracket and uses that its second term is positive.

For the limit, `Finset.single_le_sum` gives \(Z(s) \ge w_k(s)\), and `squeeze_zero` traps the population between zero and the decaying exponential.
